# Leading spin–orbit g shifts of one p electron with p_z lowest: linear perpendicular to z, quadratic along z

For one electron in a p shell with $p_z$ a distance $d>0$ below $p_x,p_y$, the ground-doublet shifts $g_x-2$ and $g_y-2$ start linearly in the spin–orbit constant, written $z$ like the axis, whereas $g_z-2$ starts at second order. In this one-electron, single-shell model, a g-tensor calculation to first order in spin–orbit coupling therefore misses the parallel shift.

## The p shell and its Zeeman operator

The gap $d$ stands for the axial field of the surroundings and is postulated, as is $z$. Units have $\hbar=1$, the free-electron factor is set to 2, and Zeeman energies are in units of $\mu_BB$. Indices `0, 1, 2` mean $x,y,z$; spin indices `0, 1` mean up, down. The Kronecker product `⊗ₖ` joins orbital and spin matrices.

```lean
import Mathlib

open Matrix Filter Topology
open scoped Kronecker

namespace GTensorPShell

noncomputable section

/-- Orbital angular momentum `l_x, l_y, l_z` in the basis `p_x, p_y, p_z`. -/
def orbital : Fin 3 → Matrix (Fin 3) (Fin 3) ℂ :=
  ![!![0, 0, 0; 0, 0, -Complex.I; 0, Complex.I, 0],
    !![0, 0, Complex.I; 0, 0, 0; -Complex.I, 0, 0],
    !![0, -Complex.I, 0; Complex.I, 0, 0; 0, 0, 0]]

/-- Spin one-half operators `s_x, s_y, s_z` in the basis up, down. -/
def spin : Fin 3 → Matrix (Fin 2) (Fin 2) ℂ :=
  ![!![0, 1 / 2; 1 / 2, 0], !![0, -Complex.I / 2; Complex.I / 2, 0],
    !![1 / 2, 0; 0, -1 / 2]]

/-- Levels `d, d, 0` for `p_x, p_y, p_z`, plus the spin-orbit coupling `z l·s`. -/
def hamiltonian (d z : ℝ) : Matrix (Fin 3 × Fin 2) (Fin 3 × Fin 2) ℂ :=
  !![(d : ℂ), 0, 0; 0, (d : ℂ), 0; 0, 0, 0] ⊗ₖ (1 : Matrix (Fin 2) (Fin 2) ℂ)
    + (z : ℂ) • ∑ u, orbital u ⊗ₖ spin u

/-- The Zeeman operator `l_u + 2 s_u`. -/
def zeeman (u : Fin 3) : Matrix (Fin 3 × Fin 2) (Fin 3 × Fin 2) ℂ :=
  orbital u ⊗ₖ (1 : Matrix (Fin 2) (Fin 2) ℂ)
    + (2 : ℂ) • ((1 : Matrix (Fin 3) (Fin 3) ℂ) ⊗ₖ spin u)
```

Write $a=d-z/2$, $S=\sqrt{a^2+2z^2}$, $D=a+S$ (`denom`), $t=z/D$ (`mixing`) and $c=1/\sqrt{1+2t^2}$ (`amp`). With $p_\pm=p_x\pm ip_y$, the trial states are
$$\phi_1=c\,(p_z{\uparrow}+t\,p_+{\downarrow}),\qquad \phi_2=c\,(p_z{\downarrow}-t\,p_-{\uparrow}).$$

```lean
/-- The energy denominator of the spin-orbit mixing. -/
def denom (d z : ℝ) : ℝ := d - z / 2 + √((d - z / 2) ^ 2 + 2 * z ^ 2)

/-- The admixture `t` of `p_x ± i p_y` into `p_z`, for `d > 0`. -/
def mixing (d z : ℝ) : ℝ := z / denom d z

/-- The normalisation factor of the mixed states. -/
def amp (d z : ℝ) : ℝ := 1 / √(1 + 2 * mixing d z ^ 2)

/-- The two columns are the normalised states `p_z↑ + t (p_x + i p_y)↓` and
`p_z↓ - t (p_x - i p_y)↑`, for `d > 0`. -/
def doublet (d z : ℝ) : Matrix (Fin 3 × Fin 2) (Fin 2) ℂ :=
  Matrix.of fun p k => (amp d z : ℂ) *
    (![!![0, -(mixing d z : ℂ); (mixing d z : ℂ), 0],
       !![0, Complex.I * (mixing d z : ℂ); Complex.I * (mixing d z : ℂ), 0],
       !![1, 0; 0, 1]] : Fin 3 → Matrix (Fin 2) (Fin 2) ℂ) p.1 p.2 k
```

The g factor is the eigenvalue difference of the Zeeman operator projected on these states. It is nonnegative, so the sign of g is lost. Coupling to higher states by the magnetic field changes the energies only from second order in the field, so it does not enter g.

```lean
/-- The eigenvalue difference of a Hermitian two-level matrix, from trace and determinant. -/
def splitting (M : Matrix (Fin 2) (Fin 2) ℂ) : ℝ := √(M.trace ^ 2 - 4 * M.det).re

/-- The g factor along axis `u`: the eigenvalue difference of `l_u + 2 s_u` projected on
the doublet, for `d > 0`. -/
def gFactor (d z : ℝ) (u : Fin 3) : ℝ :=
  splitting ((doublet d z)ᴴ * zeeman u * doublet d z)
```

## (a) Splitting from trace and determinant

Let a $2\times2$ matrix $M$ have real eigenvalues $\alpha,\beta$. Show that $\sqrt{(\operatorname{tr}M)^2-4\det M}=|\alpha-\beta|$.

**Solution.** Since $\operatorname{tr}M=\alpha+\beta$ and $\det M=\alpha\beta$, the radicand is $(\alpha-\beta)^2$. Lean extracts both relations from the characteristic polynomial at $x=0$ and $x=1$.

```lean
/-- If a two-level matrix has the real eigenvalues `a` and `b`, counted with multiplicity,
its splitting is `|a - b|`. -/
theorem splitting_eq (M : Matrix (Fin 2) (Fin 2) ℂ) (a b : ℝ)
    (h : ∀ x : ℂ, (x • (1 : Matrix (Fin 2) (Fin 2) ℂ) - M).det = (x - a) * (x - b)) :
    splitting M = |a - b| := by
  have h0 := h 0
  have h1 := h 1
  simp [Matrix.det_fin_two] at h0 h1
  have ht : M 0 0 + M 1 1 = a + b := by linear_combination h0 - h1
  have key : M.trace ^ 2 - 4 * M.det = (((a - b) ^ 2 : ℝ) : ℂ) := by
    rw [Matrix.trace_fin_two, Matrix.det_fin_two]
    push_cast
    linear_combination (M 0 0 + M 1 1 + a + b) * ht - 4 * h0
  rw [splitting, key, Complex.ofReal_re, Real.sqrt_sq_eq_abs]
```

## (b) The denominator

Show that $D>0$ for every real $z$.

**Solution.** If $z\ne0$, then $S>|a|$, so $D>0$. If $z=0$, then $D=2d>0$. Lean argues by contradiction, forcing $z=0$ first.

```lean
theorem denom_pos {d : ℝ} (hd : 0 < d) (z : ℝ) : 0 < denom d z := by
  unfold denom
  have hS := Real.sq_sqrt (show 0 ≤ (d - z / 2) ^ 2 + 2 * z ^ 2 by positivity)
  have h0 := Real.sqrt_nonneg ((d - z / 2) ^ 2 + 2 * z ^ 2)
  by_contra h
  have hz : z ^ 2 = 0 := by nlinarith [sq_nonneg z]
  have hz' : z = 0 := by simpa using hz
  rw [hz'] at h h0
  linarith
```

## (c) Secular equation and gaps

Show that
$$zt^2+at=\tfrac z2,\qquad a+2zt>0,\qquad d+\tfrac z2+zt>0.$$

**Solution.** Squaring $D-a=S$ gives $D^2=2aD+2z^2$. Hence $zt^2+at=z(z^2+aD)/D^2=z/2$. Dividing by $D$ instead gives $D=2a+2zt$, so $a+2zt=D-a=S>0$.

Let $F=d+z/2+zt$, where $zt=z^2/D\ge0$. For $z\ge0$, clearly $F>0$. For $z<0$, suppose $F\le0$. Then $D=2F-2z\le2|z|$, so $zt\ge|z|/2$ and $F\ge d>0$, a contradiction. Lean follows this route with $r=1/D$.

```lean
/-- For `d > 0` the admixture `t` solves the secular equation `z t² + (d - z/2) t = z/2`, and both
`d - z/2 + z t` and `d + z/2` are strictly greater than `-z t`. -/
theorem mixing_secular {d : ℝ} (hd : 0 < d) (z : ℝ) :
    z * mixing d z ^ 2 + (d - z / 2) * mixing d z = z / 2 ∧
    0 < d - z / 2 + 2 * (z * mixing d z) ∧ 0 < d + z / 2 + z * mixing d z := by
  have hD := denom_pos hd z
  have hsq : denom d z ^ 2 = 2 * (d - z / 2) * denom d z + 2 * z ^ 2 := by
    have hS := Real.sq_sqrt (show 0 ≤ (d - z / 2) ^ 2 + 2 * z ^ 2 by positivity)
    unfold denom
    linear_combination hS
  obtain ⟨r, hr⟩ : ∃ r, r = (denom d z)⁻¹ := ⟨_, rfl⟩
  have hr0 : 0 < r := hr ▸ inv_pos.mpr hD
  have hDr : denom d z * r = 1 := by rw [hr]; exact mul_inv_cancel₀ hD.ne'
  have ht : mixing d z = z * r := by rw [mixing, hr, div_eq_mul_inv]
  have hlin : denom d z = 2 * (d - z / 2) + 2 * z ^ 2 * r := by
    linear_combination r * hsq - (denom d z - 2 * (d - z / 2)) * hDr
  have hzr : 0 ≤ z ^ 2 * r := by positivity
  rw [ht]
  refine ⟨by linear_combination z / 2 * hDr - z * r / 2 * hlin, by nlinarith, ?_⟩
  by_contra hB
  have hz : z < 0 := by
    by_contra hz
    nlinarith
  have h1 : denom d z ≤ -2 * z := by nlinarith
  have h2 := mul_le_mul_of_nonneg_right h1 hr0.le
  rw [hDr] at h2
  nlinarith [mul_le_mul_of_nonneg_right h2 (neg_nonneg.mpr hz.le)]
```

## (d) Normalisation

Show that $c^2(1+2t^2)=1$.

**Solution.** Square the definition of $c$; the bracket is positive.

```lean
theorem amp_sq (d z : ℝ) : amp d z ^ 2 * (1 + 2 * mixing d z ^ 2) = 1 := by
  have h : 0 < 1 + 2 * mixing d z ^ 2 := by positivity
  rw [amp, div_pow, Real.sq_sqrt h.le, one_pow, one_div, inv_mul_cancel₀ h.ne']
```

## (e) Two eigenstates

Let $H$ be the Hamiltonian (`hamiltonian`). Show that $\phi_1,\phi_2$ are orthonormal and $H\phi_k=-zt\,\phi_k$.

**Solution.** Since $\langle p_\pm|p_\pm\rangle=2$, (d) gives unit norms; orthogonality follows from spin and orbital overlaps. From
$$l\cdot s\,p_z{\uparrow}=-\tfrac12p_+{\downarrow},\qquad l\cdot s\,p_+{\downarrow}=-\tfrac12p_+{\downarrow}-p_z{\uparrow}$$
one gets
$$H\phi_1=c\,[-zt\,p_z{\uparrow}+(at-\tfrac z2)\,p_+{\downarrow}],$$
and $at-z/2=-zt^2$ by (c). The partner follows by time reversal. Lean checks all entries, with `grind` doing the algebra.

```lean
/-- For `d > 0` the doublet is orthonormal and consists of eigenstates of energy `-z t`. -/
theorem doublet_eigen {d : ℝ} (hd : 0 < d) (z : ℝ) :
    (doublet d z)ᴴ * doublet d z = 1 ∧
    hamiltonian d z * doublet d z = (-(z * mixing d z : ℝ) : ℂ) • doublet d z := by
  have hI := Complex.I_sq
  have hc := congrArg (fun x : ℝ => (x : ℂ)) (amp_sq d z)
  have hq := congrArg (fun x : ℝ => (x : ℂ)) (mixing_secular hd z).1
  push_cast at hc hq
  constructor
  · ext i j
    fin_cases i <;> fin_cases j <;>
      simp [doublet, Matrix.mul_apply, Fintype.sum_prod_type, Fin.sum_univ_three] <;> grind
  · ext ⟨i, s⟩ k
    fin_cases i <;> fin_cases s <;> fin_cases k <;>
      simp [hamiltonian, orbital, spin, doublet, Matrix.mul_apply, Fintype.sum_prod_type,
        Fin.sum_univ_three] <;> grind
```

## (f) The ground doublet

Show that any eigenvector $v$ with real energy $e\le-zt$ satisfies $v=w_0\phi_1+w_1\phi_2$.

**Solution.** The components along $p_+{\uparrow}$ and $p_-{\downarrow}$ have energy $d+z/2>e$ by (c), so they vanish (`a2` and `a1`, respectively). Let $A,C$ be the coefficients of $p_z{\uparrow},p_+{\downarrow}$. Then $eA=-zC$ and $eC=aC-zA/2$, which with (c) give
$$(a+zt-e)(C-tA)=0.$$
The first factor is at least $a+2zt>0$, so $C=tA$ (`b1`). The other sector is alike (`b2`). Take $w_0=v_{z\uparrow}/c$, $w_1=v_{z\downarrow}/c$.

```lean
/-- For `d > 0`, every eigenvector with real energy at most `-z t` lies in the span of
the doublet. -/
theorem doublet_ground {d : ℝ} (hd : 0 < d) (z e : ℝ) (he : e ≤ -(z * mixing d z))
    (v : Fin 3 × Fin 2 → ℂ) (hv : hamiltonian d z *ᵥ v = (e : ℂ) • v) :
    ∃ w, v = doublet d z *ᵥ w := by
  have hI := Complex.I_sq
  obtain ⟨hq, g1, g2⟩ := mixing_secular hd z
  have hq := congrArg (fun x : ℝ => (x : ℂ)) hq
  have hc := congrArg (fun x : ℝ => (x : ℂ)) (amp_sq d z)
  push_cast at hq hc
  have n1 : (d - z / 2 + z * mixing d z - e : ℂ) ≠ 0 := by
    exact_mod_cast (show 0 < d - z / 2 + z * mixing d z - e by linarith).ne'
  have n2 : (d + z / 2 - e : ℂ) ≠ 0 := by
    exact_mod_cast (show 0 < d + z / 2 - e by linarith).ne'
  have comp := fun p => congrFun hv p
  simp only [Prod.forall, Fin.forall_fin_succ] at comp
  simp [hamiltonian, orbital, spin, Matrix.mulVec, dotProduct, Fintype.sum_prod_type,
    Fin.sum_univ_three] at comp
  obtain ⟨⟨h1, h2⟩, ⟨h3, h4⟩, h5, h6⟩ := comp
  -- the components with total projection ±3/2 vanish
  have a1 : v (0, 1) + Complex.I * v (1, 1) = 0 := by
    apply (mul_eq_zero.mp _).resolve_left n2
    grind
  have a2 : v (0, 0) - Complex.I * v (1, 0) = 0 := by
    apply (mul_eq_zero.mp _).resolve_left n2
    grind
  -- so do the upper mixed states
  have b1 : v (0, 1) - mixing d z * v (2, 0) = 0 := by
    apply (mul_eq_zero.mp _).resolve_left n1
    grind
  have b2 : v (0, 0) + mixing d z * v (2, 1) = 0 := by
    apply (mul_eq_zero.mp _).resolve_left n1
    grind
  obtain ⟨k, hk⟩ : ∃ k : ℂ, amp d z * k = 1 :=
    ⟨amp d z * (1 + 2 * mixing d z ^ 2), by linear_combination hc⟩
  -- only the linear relations between the components are still needed
  clear hv h1 h2 h3 h4 h5 h6 hq hc n1 n2 g1 g2 he
  refine ⟨![k * v (2, 0), k * v (2, 1)], ?_⟩
  ext ⟨i, s⟩
  fin_cases i <;> fin_cases s <;> simp [doublet, Matrix.mulVec, dotProduct] <;> grind
```

## (g) Field along z

Show that $g_z=2/(1+2t^2)$.

**Solution.** On $p_z{\uparrow}$ the operator $l_z+2s_z$ gives 1; on $p_+{\downarrow}$ it gives $1-1=0$. The projection is $\operatorname{diag}(c^2,-c^2)$, with difference $2c^2$. Lean computes this matrix, then applies (a) and (d).

```lean
/-- The parallel g factor in terms of the admixture `t`: `g_z = 2 / (1 + 2 t²)`. -/
theorem gFactor_parallel (d z : ℝ) : gFactor d z 2 = 2 / (1 + 2 * mixing d z ^ 2) := by
  have hI := Complex.I_sq
  have hM : (doublet d z)ᴴ * zeeman 2 * doublet d z =
      !![(amp d z : ℂ) ^ 2, 0; 0, -(amp d z : ℂ) ^ 2] := by
    ext i j
    fin_cases i <;> fin_cases j <;>
      simp [zeeman, orbital, spin, doublet, Matrix.mul_apply, Fintype.sum_prod_type,
        Fin.sum_univ_three, Matrix.one_apply] <;> grind
  rw [gFactor, hM, splitting_eq _ (amp d z ^ 2) (-amp d z ^ 2)
    (by intro x; simp [Matrix.det_fin_two]), abs_of_nonneg (by nlinarith [sq_nonneg (amp d z)]),
    eq_div_iff (by positivity)]
  linear_combination 2 * amp_sq d z
```

## (h) Field perpendicular to z

Show that $g_x=g_y=2|1-2t|/(1+2t^2)$.

**Solution.** For $x$ the diagonal elements vanish. Off the diagonal, spin contributes $c^2$ and the two orbital cross terms $-c^2t$ each, so the eigenvalues are $\pm c^2(1-2t)$. Axial symmetry gives the same for $y$; Lean computes both cases.

```lean
/-- Both perpendicular g factors equal `2 |1 - 2 t| / (1 + 2 t²)`. -/
theorem gFactor_perp (d z : ℝ) (u : Fin 3) (hu : u ≠ 2) :
    gFactor d z u = 2 * |1 - 2 * mixing d z| / (1 + 2 * mixing d z ^ 2) := by
  have hI := Complex.I_sq
  have hs : splitting ((doublet d z)ᴴ * zeeman u * doublet d z) =
      |amp d z ^ 2 * (1 - 2 * mixing d z) - -(amp d z ^ 2 * (1 - 2 * mixing d z))| := by
    apply splitting_eq
    intro x
    fin_cases u <;> simp [zeeman, orbital, spin, doublet, Matrix.det_fin_two,
      Matrix.mul_apply, Fintype.sum_prod_type, Fin.sum_univ_three, Matrix.one_apply] at hu ⊢ <;>
      grind
  rw [gFactor, hs, show ∀ a b : ℝ, a * b - -(a * b) = 2 * a * b by intros; ring, abs_mul,
    abs_of_nonneg (by positivity), eq_div_iff (by positivity)]
  linear_combination 2 * |1 - 2 * mixing d z| * amp_sq d z
```

## (i) Weak spin–orbit coupling

Show that, as $z\to0$ with $z\ne0$,
$$\frac{g_{x,y}-2}{z}\to-\frac2d,\qquad\frac{g_z-2}{z}\to0,\qquad\frac{g_z-2}{z^2}\to-\frac1{d^2}.$$

**Solution.** Write $t=zr$ with $r=1/D$ continuous and $r(0)=1/(2d)$. Near zero $1-2t>0$, so
$$\frac{g_{x,y}-2}{z}=\frac{-4r(1+zr)}{1+2z^2r^2},\qquad \frac{g_z-2}{z^2}=\frac{-4r^2}{1+2z^2r^2}.$$
Setting $z=0$ on the right gives the first and third limits; multiplying the third by $z$ gives the second. In Lean, `𝓝[≠] 0` is the two-sided approach excluding zero, and `congr'` replaces each quotient by its continuous form.

```lean
/-- For `d > 0` and vanishing spin-orbit coupling `z`, the perpendicular shifts are linear
with slope `-2/d`, while the parallel shift has zero slope and is `-z²/d²` to leading order. -/
theorem g_shift_limits {d : ℝ} (hd : 0 < d) :
    (∀ u : Fin 3, u ≠ 2 →
      Tendsto (fun z => (gFactor d z u - 2) / z) (𝓝[≠] 0) (𝓝 (-2 / d))) ∧
    Tendsto (fun z => (gFactor d z 2 - 2) / z) (𝓝[≠] 0) (𝓝 0) ∧
    Tendsto (fun z => (gFactor d z 2 - 2) / z ^ 2) (𝓝[≠] 0) (𝓝 (-1 / d ^ 2)) := by
  -- the admixture is z times a continuous function
  obtain ⟨r, hr, hr0, ht⟩ : ∃ r : ℝ → ℝ, Continuous r ∧ r 0 = 1 / (2 * d) ∧
      ∀ z, mixing d z = z * r z := by
    refine ⟨fun z => (denom d z)⁻¹, ?_, ?_, fun z => div_eq_mul_inv _ _⟩
    · exact Continuous.inv₀ (by unfold denom; fun_prop) fun z => (denom_pos hd z).ne'
    · have h : denom d 0 = 2 * d := by
        simp [denom, Real.sqrt_sq hd.le]
        ring
      simp only [h, one_div]
  have hN : ∀ z, 1 + 2 * (z * r z) ^ 2 ≠ 0 := fun z => by positivity
  have hpar : Tendsto (fun z => (gFactor d z 2 - 2) / z ^ 2) (𝓝[≠] 0) (𝓝 (-1 / d ^ 2)) := by
    have hF : Continuous fun z => -4 * r z ^ 2 / (1 + 2 * (z * r z) ^ 2) :=
      Continuous.div (by fun_prop) (by fun_prop) hN
    have h0 : -4 * r 0 ^ 2 / (1 + 2 * (0 * r 0) ^ 2) = -1 / d ^ 2 := by
      rw [hr0]
      field_simp
      norm_num
      ring
    rw [← h0]
    refine ((hF.tendsto 0).mono_left nhdsWithin_le_nhds).congr' ?_
    filter_upwards [self_mem_nhdsWithin] with z hz
    have hz' : z ≠ 0 := hz
    have hNz := hN z
    rw [gFactor_parallel, ht]
    field_simp
    ring
  refine ⟨fun u hu => ?_, ?_, hpar⟩
  · have hF : Continuous fun z => -4 * r z * (1 + z * r z) / (1 + 2 * (z * r z) ^ 2) :=
      Continuous.div (by fun_prop) (by fun_prop) hN
    have h0 : -4 * r 0 * (1 + 0 * r 0) / (1 + 2 * (0 * r 0) ^ 2) = -2 / d := by
      rw [hr0]
      field_simp
      norm_num
      ring
    have hpos : ∀ᶠ z in 𝓝 (0 : ℝ), 0 < 1 - 2 * (z * r z) :=
      (isOpen_lt continuous_const (by fun_prop)).mem_nhds (by simp)
    rw [← h0]
    refine ((hF.tendsto 0).mono_left nhdsWithin_le_nhds).congr' ?_
    filter_upwards [self_mem_nhdsWithin, nhdsWithin_le_nhds hpos] with z hz hp
    have hz' : z ≠ 0 := hz
    have hNz := hN z
    rw [gFactor_perp d z u hu, ht, abs_of_pos hp]
    field_simp
    ring
  · -- one more factor of z removes the linear term
    have hid : Tendsto (fun z : ℝ => z) (𝓝[≠] 0) (𝓝 0) :=
      tendsto_id.mono_left nhdsWithin_le_nhds
    have h := hid.mul hpar
    rw [zero_mul] at h
    refine h.congr' ?_
    filter_upwards [self_mem_nhdsWithin] with z hz
    have hz' : z ≠ 0 := hz
    field_simp

end

end GTensorPShell
```

```lean
#print axioms GTensorPShell.doublet_eigen
#print axioms GTensorPShell.doublet_ground
#print axioms GTensorPShell.g_shift_limits
```

```
'GTensorPShell.doublet_eigen' depends on axioms: [propext, Classical.choice, Quot.sound]
'GTensorPShell.doublet_ground' depends on axioms: [propext, Classical.choice, Quot.sound]
'GTensorPShell.g_shift_limits' depends on axioms: [propext, Classical.choice, Quot.sound]
```
